# For fermionic one-body operators, v v† is two self-adjoint squares plus a one-body term

In auxiliary-field Monte Carlo, the interaction between electrons is traded for one-body propagation in fluctuating fields. With continuous fields, the trade can be made by a Gaussian integral. For a self-adjoint one-body operator A and t > 0,

exp(−t A²) = ∫ dx (2π)^(−1/2) exp(−x²/2) exp(i x √(2t) A).

A factorised interaction in complex orbitals, however, can supply products v v† in which v is not self-adjoint. Such a product can first be rewritten as squares of self-adjoint operators, to which the integral applies, plus a one-body term.

Let a_p annihilate a fermion in mode p, with p running over a finite set, and let † denote the adjoint. For a complex matrix L, put

v(L) = Σ_pq L_pq a_p† a_q.

Write v for v(L), and define

A = (v + v†)/2,  B = i(v − v†)/2.

Then A and B are self-adjoint, and

v v† = A² + B² + ½ v(L L† − L† L).

Moreover, B = 0 exactly when L is Hermitian, and v v† = A² + B² exactly when L is normal, that is, L L† = L† L. For a single product v v† in a finite set of modes, this supplies two squares that can be coupled to fields, and the one-body term that goes with them. These three terms need not commute, so exp(−t v v†) is in general not the product of their exponentials, and the integral is applied to each square after the exponential has been split. The number of fields need not be minimal: a square such as (a_p† a_p)² = a_p† a_p is already a one-body operator.

## Two squares and half a commutator

Taking adjoints reverses products and conjugates coefficients:

v(L)† = Σ_pq conj(L_pq) a_q† a_p = v(L†).

The operator A is visibly self-adjoint. For B,

B† = (−i/2)(v† − v) = (i/2)(v − v†) = B.

Now expand the squares, keeping the order of the factors:

A² = ¼(v² + v v† + v† v + (v†)²),

B² = −¼(v² − v v† − v† v + (v†)²).

The terms v² and (v†)² cancel in the sum, which leaves A² + B² = ½(v v† + v† v). Therefore

v v† = A² + B² + ½(v v† − v† v).

## The commutator is again a one-body operator

The canonical anticommutation relations (CAR) are

a_p a_q + a_q a_p = 0,  a_p a_q† + a_q† a_p = δ_pq,

where δ_pq is 1 for p = q and 0 otherwise. The adjoint of the first relation says that creation operators anticommute too. Write [X, Y] = XY − YX and {X, Y} = XY + YX. Then

[a_p† a_q, a_r†] = a_p† {a_q, a_r†} − {a_p†, a_r†} a_q = δ_qr a_p†,

[a_p† a_q, a_s] = a_p† {a_q, a_s} − {a_s, a_p†} a_q = −δ_sp a_q.

Multiplying by L_pq and summing gives

[v(L), a_r†] = Σ_p L_pr a_p†,  [v(L), a_s] = −Σ_q L_sq a_q.

For a second matrix M, the Leibniz rule yields

[v(L), v(M)] = Σ_rs M_rs ([v(L), a_r†] a_s + a_r† [v(L), a_s])

= Σ_ps (LM)_ps a_p† a_s − Σ_rq (ML)_rq a_r† a_q

= v(LM − ML).

With M = L†, half of this commutator is the stated remainder.

## The operator determines its matrix

Suppose v(M) = 0. Its commutator with a_r† vanishes, so Σ_p M_pr a_p† = 0. The anticommutator of this sum with a_s is M_sr times the identity. Since 1 ≠ 0 in the algebra, every M_sr is zero, and M = 0.

Both equivalences follow. Since B = (i/2) v(L − L†), it vanishes exactly when L = L†. The remainder vanishes exactly when L L† = L† L. A non-Hermitian L thus always brings in a nonzero B, though A and B need not both be nonzero: if L† = −L, then A = 0 and B alone remains.

## One hopping term between two modes

Take modes 0 and 1, and let L_01 = 1 be the only nonzero entry, so that v = a_0† a_1. With the occupation operators N_p = a_p† a_p,

v v† = N_0(1 − N_1),  v† v = N_1(1 − N_0).

Here v² = 0, and so

A² = B² = ¼(N_0 + N_1 − 2 N_0 N_1).

The matrix L L† − L† L is diagonal with entries 1 and −1, which makes the remainder ½(N_0 − N_1). With only mode 0 occupied, the identity reads 1 = ¼ + ¼ + ½. With only mode 1 occupied, it reads 0 = ¼ + ¼ − ½. For the empty and the doubly occupied state, every term is zero.

## The same hopping matrix with numbers for operators

Keep this L, but replace the operators by the complex numbers a_0 = 1 and a_1 = 0, which violate the CAR. Then v = 0, so A = B = 0, although L is not Hermitian. The supposed remainder is ½(1·1 − 0·0) = ½, and the identity would read 0 = ½. Both the decomposition and the test for Hermiticity fail. The CAR are sufficient, but not necessary: bosonic operators, with a_p a_q − a_q a_p = 0 and a_p a_q† − a_q† a_p = δ_pq, have the same commutators with v(L), so the decomposition holds for them too.

## Modes, algebra and fields in Lean

The operators live in an arbitrary ring `R` with an involution `star`, which plays the part of †. The type `n` labels the modes; spin can be included in the label.

```lean
import Mathlib

open Matrix

namespace HubbardStratonovichFields

noncomputable section

variable {n R : Type*} [Ring R] [StarRing R]
```

`IsCAR a` states the two anticommutation relations for the family `a`. Creation operators are not separate data: they are `star (a p)`.

```lean
/-- The canonical anticommutation relations for annihilation operators `a p`, with
creation operators `star (a p)`. -/
structure IsCAR [DecidableEq n] (a : n → R) : Prop where
  annihilate : ∀ p q, a p * a q + a q * a p = 0
  mixed : ∀ p q, a p * star (a q) + star (a q) * a p = if p = q then 1 else 0
```

From here on the set of modes is finite and `R` is a complex algebra. No Hilbert space, norm or particle number is fixed. The definition of `oneBody` puts the creation index first in `L p q`.

```lean
variable [Fintype n] [Algebra ℂ R]

/-- The one-body operator `v(L) = ∑ L_pq a_p† a_q`. -/
def oneBody (a : n → R) (L : Matrix n n ℂ) : R :=
  ∑ p, ∑ q, L p q • (star (a p) * a q)
```

The operators A and B, called fields in the code, are defined for any element `v` of the algebra, whether or not it is a one-body operator.

```lean
/-- The first field operator, `A = (v + v†) / 2`. -/
def fieldA (v : R) : R := (1 / 2 : ℂ) • (v + star v)
```

The factor i in the second field is what makes the anti-Hermitian part of `v` self-adjoint.

```lean
/-- The second field operator, `B = i (v - v†) / 2`. -/
def fieldB (v : R) : R := (Complex.I / 2) • (v - star v)
```

## Linearity, adjoints and commutators

The first lemma lets a difference of operators be treated as one operator with a difference of matrices.

```lean
/-- The one-body operator of a difference of matrices is the difference of the
one-body operators. -/
theorem oneBody_sub (a : n → R) (L M : Matrix n n ℂ) :
    oneBody a (L - M) = oneBody a L - oneBody a M := by
  simp only [oneBody, Matrix.sub_apply, sub_smul, Finset.sum_sub_distrib]
```

The next is v(L)† = v(L†), with `Lᴴ` for the conjugate transpose. The hypothesis `StarModule ℂ R` says that `star` conjugates complex coefficients. After the adjoint has been moved inside, the two sums only need to be exchanged.

```lean
/-- If `star` conjugates complex coefficients, the adjoint of a one-body operator is the one-body
operator of the adjoint matrix. -/
theorem star_oneBody [StarModule ℂ R] (a : n → R) (L : Matrix n n ℂ) :
    star (oneBody a L) = oneBody a Lᴴ := by
  simp only [oneBody, star_sum, star_smul, star_mul, star_star, conjTranspose_apply]
  exact Finset.sum_comm
```

In the commutator with a creation operator, `key` is the calculation for a single term a_p† a_q. The relation `h2` between two creation operators is obtained by applying `star` to `annihilate`, and `noncomm_ring` checks the regrouping into anticommutators.

```lean
variable [DecidableEq n]

/-- For a CAR family, the commutator of `v(L)` with a creation operator is
`[v(L), a_r†] = ∑ L_pr a_p†`. -/
theorem commutator_create {a : n → R} (h : IsCAR a) (L : Matrix n n ℂ) (r : n) :
    oneBody a L * star (a r) - star (a r) * oneBody a L = ∑ p, L p r • star (a p) := by
  have key : ∀ p q, star (a p) * a q * star (a r) - star (a r) * (star (a p) * a q)
      = if q = r then star (a p) else 0 := by
    intro p q
    have h2 : star (a p) * star (a r) + star (a r) * star (a p) = 0 := by
      simpa only [star_add, star_mul, star_zero] using congrArg star (h.annihilate r p)
    calc _ = star (a p) * (a q * star (a r) + star (a r) * a q)
          - (star (a p) * star (a r) + star (a r) * star (a p)) * a q := by noncomm_ring
      _ = _ := by rw [h.mixed, h2]; split_ifs <;> simp
  simp only [oneBody, Finset.sum_mul, Finset.mul_sum, smul_mul_assoc, mul_smul_comm,
    ← Finset.sum_sub_distrib, ← smul_sub, key]
  simp
```

The commutator with an annihilation operator follows the same pattern, now with the minus sign.

```lean
/-- For a CAR family, the commutator of `v(L)` with an annihilation operator is
`[v(L), a_s] = -∑ L_sq a_q`. -/
theorem commutator_annihilate {a : n → R} (h : IsCAR a) (L : Matrix n n ℂ) (s : n) :
    oneBody a L * a s - a s * oneBody a L = -∑ q, L s q • a q := by
  have key : ∀ p q, star (a p) * a q * a s - a s * (star (a p) * a q)
      = if s = p then -(a q) else 0 := by
    intro p q
    calc _ = star (a p) * (a q * a s + a s * a q)
          - (a s * star (a p) + star (a p) * a s) * a q := by noncomm_ring
      _ = _ := by rw [h.mixed, h.annihilate]; split_ifs <;> simp
  simp only [oneBody, Finset.sum_mul, Finset.mul_sum, smul_mul_assoc, mul_smul_comm,
    ← Finset.sum_sub_distrib, ← smul_sub, key]
  rw [Finset.sum_comm]
  simp
```

For two one-body operators, `expand` is the Leibniz rule. The equations `e1` and `e2` write v(LM) and v(ML) as the sums which that rule produces, and the two preceding lemmas then identify the two sides.

```lean
/-- For a CAR family, the commutator of two one-body operators is the one-body operator
of the matrix commutator. -/
theorem commutator_oneBody {a : n → R} (h : IsCAR a) (L M : Matrix n n ℂ) :
    oneBody a L * oneBody a M - oneBody a M * oneBody a L
      = oneBody a (L * M - M * L) := by
  -- the Leibniz rule, term by term in the second operator
  have expand : ∀ V : R, V * oneBody a M - oneBody a M * V = ∑ r, ∑ s, M r s •
      ((V * star (a r) - star (a r) * V) * a s + star (a r) * (V * a s - a s * V)) := by
    intro V
    simp only [oneBody, Finset.sum_mul, Finset.mul_sum, smul_mul_assoc, mul_smul_comm,
      ← Finset.sum_sub_distrib, ← smul_sub]
    refine Finset.sum_congr rfl fun r _ => Finset.sum_congr rfl fun s _ => ?_
    congr 1
    noncomm_ring
  -- the two matrix products, written as the sums that the Leibniz rule produces
  have e1 : oneBody a (L * M)
      = ∑ r, ∑ s, M r s • ((∑ p, L p r • star (a p)) * a s) := by
    simp only [oneBody, Matrix.mul_apply, Finset.sum_smul, Finset.sum_mul,
      Finset.smul_sum, smul_mul_assoc, smul_smul]
    refine Eq.trans Finset.sum_comm (Eq.trans ?_ Finset.sum_comm)
    refine Finset.sum_congr rfl fun s _ => Eq.trans Finset.sum_comm ?_
    refine Finset.sum_congr rfl fun r _ => Finset.sum_congr rfl fun p _ => ?_
    rw [mul_comm (L p r)]
  have e2 : oneBody a (M * L)
      = ∑ r, ∑ s, M r s • (star (a r) * ∑ q, L s q • a q) := by
    simp only [oneBody, Matrix.mul_apply, Finset.sum_smul, Finset.mul_sum,
      Finset.smul_sum, mul_smul_comm, smul_smul]
    exact Finset.sum_congr rfl fun r _ => Finset.sum_comm
  rw [expand, oneBody_sub, e1, e2]
  simp only [commutator_create h, commutator_annihilate h]
  simp only [mul_neg, ← sub_eq_add_neg, smul_sub, Finset.sum_sub_distrib]
```

Faithfulness is proved one matrix element at a time. In the code, `h1` is the vanishing commutator and `h2` the anticommutator that isolates `M s r`. If that element were nonzero, dividing by it would give 1 = 0, which `Nontrivial R` excludes.

```lean
/-- For a CAR family in a nontrivial algebra, a one-body operator vanishes only if its
matrix does. -/
theorem eq_zero_of_oneBody [Nontrivial R] {a : n → R} (h : IsCAR a)
    {M : Matrix n n ℂ} (h0 : oneBody a M = 0) : M = 0 := by
  ext s r
  have h1 := commutator_create h M r
  rw [h0, zero_mul, mul_zero, sub_zero] at h1
  -- the anticommutator with `a s` reads off one matrix element
  have h2 : a s * (∑ p, M p r • star (a p)) + (∑ p, M p r • star (a p)) * a s
      = M s r • (1 : R) := by
    simp only [Finset.sum_mul, Finset.mul_sum, smul_mul_assoc, mul_smul_comm,
      ← Finset.sum_add_distrib, ← smul_add, h.mixed]
    simp
  rw [← h1, mul_zero, zero_mul, add_zero] at h2
  by_contra hne
  have hne' : M s r ≠ 0 := hne
  apply one_ne_zero (α := R)
  calc (1 : R) = (M s r)⁻¹ • (M s r • (1 : R)) := (inv_smul_smul₀ hne' _).symm
    _ = 0 := by rw [← h2, smul_zero]
```

## The decomposition and its two criteria

The main theorem says that, for every CAR family in a nontrivial complex star-algebra and every complex matrix `L`, four statements hold: both fields are self-adjoint, the product v v† has the stated decomposition, and B vanishes if and only if `L` is Hermitian. These are algebraic statements about one product v v†; the Gaussian integral, the splitting into time steps and the sampling are not treated in the Lean code.

The four parts of the proof come in that order. In the third, `hI` records (i/2)² = −¼, the remainder is turned back into a commutator, and `module` compares the coefficients of the expanded products. The fourth writes B as (i/2) v(L − L†) and applies faithfulness.

```lean
/-- For a CAR family in a nontrivial complex star-algebra and `v = v(L)`, the fields `A` and
`B` are self-adjoint, `v v† = A² + B² + v(L L† - L† L) / 2`, and `B` vanishes if and only if
`L` is Hermitian. -/
theorem field_decomposition [StarModule ℂ R] [Nontrivial R] {a : n → R} (h : IsCAR a)
    (L : Matrix n n ℂ) :
    IsSelfAdjoint (fieldA (oneBody a L)) ∧ IsSelfAdjoint (fieldB (oneBody a L)) ∧
    oneBody a L * star (oneBody a L) = fieldA (oneBody a L) ^ 2 + fieldB (oneBody a L) ^ 2
      + (1 / 2 : ℂ) • oneBody a (L * Lᴴ - Lᴴ * L) ∧
    (fieldB (oneBody a L) = 0 ↔ L.IsHermitian) := by
  refine ⟨?_, ?_, ?_, ?_⟩
  · have hs : star (1 / 2 : ℂ) = 1 / 2 := by simp
    rw [isSelfAdjoint_iff, fieldA, star_smul, star_add, star_star, hs, add_comm]
  · have hs : star (Complex.I / 2) = -(Complex.I / 2) := by simp [neg_div]
    rw [isSelfAdjoint_iff, fieldB, star_smul, star_sub, star_star, hs]
    module
  · -- the squares give the symmetrised product; the rest is half a commutator
    have hI : Complex.I / 2 * (Complex.I / 2) = -(1 / 4) := by
      linear_combination (1 / 4 : ℂ) * Complex.I_mul_I
    rw [← commutator_oneBody h, ← star_oneBody]
    simp only [fieldA, fieldB, pow_two, smul_mul_smul_comm, hI]
    simp only [mul_add, add_mul, mul_sub, sub_mul]
    module
  · have hI : Complex.I / 2 ≠ 0 := div_ne_zero Complex.I_ne_zero two_ne_zero
    rw [fieldB, star_oneBody, ← oneBody_sub]
    constructor
    · intro hB
      have h0 : oneBody a (L - Lᴴ) = 0 := by
        rw [← inv_smul_smul₀ hI (oneBody a (L - Lᴴ)), hB, smul_zero]
      exact (sub_eq_zero.mp (eq_zero_of_oneBody h h0)).symm
    · intro hL
      rw [hL.eq, oneBody_sub, sub_self, smul_zero]
```

The second theorem settles when the two squares suffice. If v v† = A² + B², cancellation leaves a vanishing remainder, and faithfulness gives L L† = L† L. Conversely, a normal `L` makes the remainder zero.

```lean
/-- For a CAR family in a nontrivial complex star-algebra and `v = v(L)` with field operators `A`
and `B`, the product `v v†` equals `A² + B²` with no one-body remainder if and only if `L` commutes
with its adjoint. -/
theorem no_remainder_iff_normal [StarModule ℂ R] [Nontrivial R] {a : n → R} (h : IsCAR a)
    (L : Matrix n n ℂ) :
    oneBody a L * star (oneBody a L) = fieldA (oneBody a L) ^ 2 + fieldB (oneBody a L) ^ 2
      ↔ L * Lᴴ = Lᴴ * L := by
  have h1 := (field_decomposition h L).2.2.1
  constructor
  · intro hE
    have h0 : (1 / 2 : ℂ) • oneBody a (L * Lᴴ - Lᴴ * L) = 0 :=
      add_left_cancel ((h1.symm.trans hE).trans (add_zero _).symm)
    have h2 : oneBody a (L * Lᴴ - Lᴴ * L) = 0 := by
      rw [← inv_smul_smul₀ (by norm_num : (1 / 2 : ℂ) ≠ 0)
        (oneBody a (L * Lᴴ - Lᴴ * L)), h0, smul_zero]
    exact sub_eq_zero.mp (eq_zero_of_oneBody h h2)
  · intro hL
    rw [h1, hL, oneBody_sub, sub_self, smul_zero, add_zero]
```

The last theorem realises the relations for two modes by 4×4 matrices, with `star` as conjugate transpose. The basis states are, in order, empty, mode 1 occupied, mode 0 occupied and both occupied. The entry −1 is the Jordan-Wigner sign that makes the two modes anticommute. The proof goes through all modes and matrix entries.

```lean
/-- Two explicit four-by-four matrices satisfy the canonical anticommutation relations
for two fermionic modes. -/
theorem isCAR_witness : IsCAR (![!![0, 0, 1, 0; 0, 0, 0, 1; 0, 0, 0, 0; 0, 0, 0, 0],
    !![0, 1, 0, 0; 0, 0, 0, 0; 0, 0, 0, -1; 0, 0, 0, 0]] :
    Fin 2 → Matrix (Fin 4) (Fin 4) ℂ) := by
  -- write products and adjoints entry by entry, then check every entry
  constructor <;> intro p q <;> ext i j <;>
    simp only [Matrix.add_apply, Matrix.mul_apply, Matrix.star_apply, Fin.sum_univ_four] <;>
    fin_cases p <;> fin_cases q <;> fin_cases i <;> fin_cases j <;> simp

end

end HubbardStratonovichFields
```

```lean
#print axioms HubbardStratonovichFields.commutator_oneBody
#print axioms HubbardStratonovichFields.no_remainder_iff_normal
```

```
'HubbardStratonovichFields.commutator_oneBody' depends on axioms: [propext, Classical.choice, Quot.sound]
'HubbardStratonovichFields.no_remainder_iff_normal' depends on axioms: [propext, Classical.choice, Quot.sound]
```
